# Leakage under a bounded self-adjoint Hamiltonian is limited by the commutator norm times the elapsed time

## How long does a state stay in its subspace?

Suppose a calculation prepares a state in a chosen subspace, such as a symmetry sector or the two lowest levels of a multilevel qubit, and then treats it as staying there. To guarantee that this is safe up to a given time, one can compute the norm of a commutator once and multiply it by that time. No propagation is required.

Let \(H\) be the Hamiltonian and \(P\) the orthogonal projector on the subspace, with \(\hbar=1\). If \(HP=PH\), the population of the subspace is conserved. If a weak term breaks the symmetry, the commutator is small but not zero, and population can leak out. With \(Q=1-P\),
\[
HP-PH = QHP-PHQ ,
\]
so the commutator contains only the coupling between the subspace and its complement. A bound \(c\) on its norm is a bound on that coupling, and it has the unit of a frequency.

For a finite spin model or a finite-basis Hamiltonian that is constant in time, the result gives a time window in which the leaked population stays below a chosen tolerance.

## The bound and its Lean reading

Let \(H\) be a bounded self-adjoint operator on a complex Hilbert space, \(U(t)=e^{-itH}\), and \(A\) any bounded operator. If
\[
\|(HA-AH)x\|\le c\,\|x\|\quad\text{for all }x,
\]
then
\[
\|A\,U(t)x-U(t)A\,x\|\le c\,|t|\,\|x\|\quad\text{for all real }t\text{ and all }x .
\]
This is `approximate_symmetry`. The theorem `approximate_symmetry_iff` adds the converse: if the second bound holds at all times, the first holds with the same \(c\).

In Lean, `E` is the Hilbert space and `E →L[ℂ] E` the type of bounded operators on it. The product `*` is composition, `IsSelfAdjoint H` says \(H=H^\dagger\), and `evolution H t` is \(U(t)\), defined by the operator exponential. The operator `heisenberg H A t` is \(U(-t)AU(t)\).

The operator \(A\) need not be unitary or self-adjoint. An orthogonal projector is one special case.

Hermitian matrices are included: `Matrix.toEuclideanCLM` turns a matrix into an operator on column vectors with the Euclidean norm. The step left to the user is the one from an atomic or molecular Hamiltonian, which is unbounded, to its matrix in a finite orthonormal basis.

## Derivation from the Heisenberg equation

**The evolution preserves norms.** The exponents \(itH\) and \(-itH\) commute and add to zero, so \(U(-t)U(t)=1\). Since \(H^\dagger=H\), also \(U(t)^\dagger=U(-t)\). Hence
\[
\|U(t)x\|^2=\langle x,U(t)^\dagger U(t)x\rangle=\|x\|^2 .
\]

**The Heisenberg operator moves slowly.** Put \(A_t=U(-t)AU(t)\). The derivative of \(U(-t)\) is \(iU(-t)H\), and that of \(U(t)\) is \(-iHU(t)\). The product rule gives
\[
\frac{d}{dt}A_tx=iU(-t)\,(HA-AH)\,U(t)x .
\]
By norm preservation and the hypothesis, this derivative has norm at most \(c\|U(t)x\|=c\|x\|\). A vector that moves with speed at most \(c\|x\|\) covers at most \(c|t|\|x\|\) in time \(|t|\), so
\[
\|A_tx-Ax\|\le c|t|\,\|x\| .
\]

**Return to the Schrödinger picture.** Because \(U(-t)U(t)=1\),
\[
A_tx-Ax=U(-t)\bigl(AU(t)x-U(t)Ax\bigr),
\]
and \(U(-t)\) preserves norms. The two differences have the same length, which proves the bound.

**Converse.** If the mismatch is at most \(c|t|\|x\|\), then \(\|(A_tx-Ax)/t\|\le c\|x\|\) for \(t\ne0\). As \(t\to0\), the left side tends to \(\|i(HA-AH)x\|=\|(HA-AH)x\|\).

## Retained population

Since \(\|U(t)Ax\|=\|Ax\|\), the reverse triangle inequality gives
\[
\bigl|\,\|AU(t)x\|-\|Ax\|\,\bigr|\le c|t|\,\|x\| ,
\]
which is `norm_drift`.

Now let \(A=P\) with \(P^\dagger=P=P^2\), let \(\psi\) be a unit vector with \(P\psi=\psi\), and write \(y=U(t)\psi\). The main bound becomes \(\|Py-y\|\le c|t|\). The retained and leaked parts are orthogonal, because
\[
\langle Py,y-Py\rangle=\langle y,Py-P^2y\rangle=0 .
\]
Therefore \(1=\|Py\|^2+\|y-Py\|^2\), and
\[
\|PU(t)\psi\|^2\ge 1-(ct)^2 .
\]
This is `population_ge`. It carries information only while \(c|t|<1\).

## Exact symmetry, one qubit, and two Hamiltonians

For \(c=0\) the bound says that \(A\) commutes with \(U(t)\) at all times, and a state that starts in the range of \(P\) keeps its full population there.

The smallest case with leakage is a qubit with \(H=\sigma_x\) and \(P\) the projector on the first basis state. Their commutator is
\[
HP-PH=\begin{pmatrix}0&-1\\1&0\end{pmatrix},
\]
which preserves norms, so \(c=1\) is the best constant. Starting in the first basis state, the retained population is \(\cos^2t\), and the bound reads \(\cos^2t\ge1-t^2\). The two sides agree to second order in \(t\).

The same argument compares two bounded self-adjoint Hamiltonians \(H\) and \(K\). The derivative of \(e^{itK}e^{-itH}x\) is \(ie^{itK}(K-H)e^{-itH}x\), so
\[
\|e^{-itH}x-e^{-itK}x\|\le |t|\,\|H-K\|\,\|x\| .
\]
This comparison is derived here in prose and has no theorem in the code below.

## The Lean code

```lean
import Mathlib

open Complex

namespace ApproximateSymmetryLeakage

noncomputable section

variable {E : Type*} [NormedAddCommGroup E] [InnerProductSpace ℂ E] [CompleteSpace E]

/-- The operator `exp(-itH)` for a bounded operator `H` and a real `t`. For self-adjoint `H` it is
the time evolution operator. -/
def evolution (H : E →L[ℂ] E) (t : ℝ) : E →L[ℂ] E :=
  NormedSpace.exp ((-(I * (t : ℂ))) • H)

/-- The bounded operator `A` in the Heisenberg picture, `exp(itH) A exp(-itH)`. -/
def heisenberg (H A : E →L[ℂ] E) (t : ℝ) : E →L[ℂ] E :=
  evolution H (-t) * A * evolution H t

/-- Applying `exp(-itH)` and then `exp(itH)` restores every vector. -/
theorem evolution_neg_apply (H : E →L[ℂ] E) (t : ℝ) (x : E) :
    evolution H (-t) (evolution H t x) = x := by
  let _ : NormedAlgebra ℚ (E →L[ℂ] E) := NormedAlgebra.restrictScalars ℚ ℂ _
  have h : evolution H (-t) * evolution H t = 1 := by
    unfold evolution
    rw [← NormedSpace.exp_add_of_commute
      (((Commute.refl H).smul_left _).smul_right _), ← add_smul]
    simp
  exact congrArg (fun B : E →L[ℂ] E => B x) h

/-- Evolution under a self-adjoint Hamiltonian preserves the norm of every vector. -/
theorem norm_evolution {H : E →L[ℂ] E} (hH : IsSelfAdjoint H) (t : ℝ) (x : E) :
    ‖evolution H t x‖ = ‖x‖ := by
  let _ : NormedAlgebra ℚ (E →L[ℂ] E) := NormedAlgebra.restrictScalars ℚ ℂ _
  -- the adjoint of the evolution is the backward evolution
  have hs : star (evolution H t) = evolution H (-t) := by
    unfold evolution
    rw [NormedSpace.star_exp, star_smul, hH.star_eq]
    simp
  have h : inner ℂ (evolution H t x) (evolution H t x) = inner ℂ x x := by
    rw [← ContinuousLinearMap.adjoint_inner_right, ← ContinuousLinearMap.star_eq_adjoint,
      hs, evolution_neg_apply]
  rw [inner_self_eq_norm_sq_to_K, inner_self_eq_norm_sq_to_K] at h
  exact (sq_eq_sq₀ (norm_nonneg _) (norm_nonneg _)).1 (by exact_mod_cast h)

/-- The Heisenberg equation of motion, applied to a fixed vector `x`: the rate of change of
`exp(itH) A exp(-itH) x` is `i exp(itH) (HA - AH) exp(-itH) x`. -/
theorem hasDerivAt_heisenberg (H A : E →L[ℂ] E) (x : E) (t : ℝ) :
    HasDerivAt (fun s : ℝ => heisenberg H A s x)
      (I • evolution H (-t) ((H * A - A * H) (evolution H t x))) t := by
  have hneg : ∀ s : ℝ, evolution H (-s) = NormedSpace.exp ((-(I * (s : ℂ))) • (-H)) := by
    intro s
    unfold evolution
    congr 1
    push_cast
    module
  -- differentiate in a complex variable z, then set z = -it
  have h1 := hasDerivAt_exp_smul_const (-H) (-(I * (t : ℂ)))
  have h2 := hasDerivAt_exp_smul_const' H (-(I * (t : ℂ)))
  have h3 := (ContinuousLinearMap.apply ℂ E x).hasFDerivAt.comp_hasDerivAt
    (-(I * (t : ℂ))) ((h1.mul_const A).mul h2)
  have h0 : HasDerivAt (fun s : ℝ => (s : ℂ)) 1 t := by
    simpa using (hasDerivAt_id t).ofReal_comp
  have hz : HasDerivAt (fun s : ℝ => -(I * (s : ℂ))) (-I) t := by
    have hz' := (h0.const_mul I).fun_neg
    exact hz'.congr_deriv (by ring)
  have h5 := HasDerivAt.scomp t h3 hz
  convert h5 using 1
  · funext s
    unfold heisenberg
    rw [hneg]
    rfl
  · rw [hneg]
    set V := NormedSpace.exp ((-(I * (t : ℂ))) • (-H))
    set y := evolution H t x
    change I • V (H (A y) - A (H y)) = (-I) • (V (-(H (A y))) + V (A (H y)))
    rw [map_sub, map_neg]
    module

/-- For self-adjoint `H`, the drift of the Heisenberg operator on a vector has the same norm as the
mismatch between evolving before and evolving after applying `A`. -/
theorem norm_heisenberg_sub {H : E →L[ℂ] E} (hH : IsSelfAdjoint H) (A : E →L[ℂ] E)
    (t : ℝ) (x : E) :
    ‖heisenberg H A t x - heisenberg H A 0 x‖
      = ‖A (evolution H t x) - evolution H t (A x)‖ := by
  have h0 : heisenberg H A 0 x = A x := by simp [heisenberg, evolution]
  rw [h0, ← norm_evolution hH (-t) (A (evolution H t x) - evolution H t (A x)),
    map_sub, evolution_neg_apply]
  rfl

/-- If `H` is self-adjoint and its commutator with the bounded operator `A` is bounded by `c`, then
`A` commutes with `exp(-itH)` up to an error `c|t|`. -/
theorem approximate_symmetry {H A : E →L[ℂ] E} (hH : IsSelfAdjoint H) {c : ℝ}
    (hc : ∀ x, ‖(H * A - A * H) x‖ ≤ c * ‖x‖) (t : ℝ) (x : E) :
    ‖A (evolution H t x) - evolution H t (A x)‖ ≤ c * |t| * ‖x‖ := by
  -- the Heisenberg operator applied to x moves with speed at most c‖x‖
  have hb : ∀ s ∈ (Set.univ : Set ℝ),
      ‖I • evolution H (-s) ((H * A - A * H) (evolution H s x))‖ ≤ c * ‖x‖ := by
    intro s _
    rw [norm_smul, norm_I, one_mul, norm_evolution hH]
    exact (hc _).trans_eq (by rw [norm_evolution hH])
  have h := Convex.norm_image_sub_le_of_norm_hasDerivWithin_le
    (fun s _ => (hasDerivAt_heisenberg H A x s).hasDerivWithinAt) hb convex_univ
    (Set.mem_univ 0) (Set.mem_univ t)
  rw [norm_heisenberg_sub hH, sub_zero, Real.norm_eq_abs] at h
  linarith

/-- For self-adjoint `H`, the commutator with `A` is bounded by `c` exactly when the mismatch
between `A` and the evolution is bounded by `c|t|` at all times. -/
theorem approximate_symmetry_iff {H : E →L[ℂ] E} (hH : IsSelfAdjoint H) (A : E →L[ℂ] E)
    (c : ℝ) :
    (∀ x, ‖(H * A - A * H) x‖ ≤ c * ‖x‖) ↔
      ∀ (t : ℝ) (x : E), ‖A (evolution H t x) - evolution H t (A x)‖ ≤ c * |t| * ‖x‖ := by
  refine ⟨fun hc => approximate_symmetry hH hc, fun h x => ?_⟩
  -- read off the commutator from the difference quotient at time zero
  have hd := (hasDerivAt_iff_tendsto_slope_zero.1 (hasDerivAt_heisenberg H A x 0)).norm
  have e : ‖I • evolution H (-0) ((H * A - A * H) (evolution H 0 x))‖
      = ‖(H * A - A * H) x‖ := by
    have h0 : evolution H 0 x = x := by simp [evolution]
    rw [norm_smul, norm_I, one_mul, norm_evolution hH, h0]
  rw [e] at hd
  refine le_of_tendsto hd ?_
  filter_upwards [self_mem_nhdsWithin] with s hs
  have hs' : 0 < |s| := abs_pos.2 hs
  simp only [zero_add, norm_smul, norm_inv, Real.norm_eq_abs]
  rw [norm_heisenberg_sub hH, inv_mul_le_iff₀ hs']
  linarith [h s x]

/-- If `H` is self-adjoint and its commutator with `A` is bounded by `c`, the norm of
`A exp(-itH) x` differs from its initial value by at most `c|t|‖x‖`. -/
theorem norm_drift {H A : E →L[ℂ] E} (hH : IsSelfAdjoint H) {c : ℝ}
    (hc : ∀ x, ‖(H * A - A * H) x‖ ≤ c * ‖x‖) (t : ℝ) (x : E) :
    |‖A (evolution H t x)‖ - ‖A x‖| ≤ c * |t| * ‖x‖ := by
  rw [← norm_evolution hH t (A x)]
  exact (abs_norm_sub_norm_le _ _).trans (approximate_symmetry hH hc t x)

/-- Let `P` be an orthogonal projector whose commutator with the self-adjoint `H` is bounded
by `c`. A unit state that starts in the range of `P` keeps a population of at least
`1 - (ct)²` there. -/
theorem population_ge {H P : E →L[ℂ] E} (hH : IsSelfAdjoint H) (hP : IsSelfAdjoint P)
    (hPP : P * P = P) {c : ℝ} (hc : ∀ x, ‖(H * P - P * H) x‖ ≤ c * ‖x‖)
    {ψ : E} (hψ : P ψ = ψ) (h1 : ‖ψ‖ = 1) (t : ℝ) :
    1 - (c * t) ^ 2 ≤ ‖P (evolution H t ψ)‖ ^ 2 := by
  have hl := approximate_symmetry hH hc t ψ
  rw [hψ, h1, mul_one, norm_sub_rev] at hl
  have hn := norm_evolution hH t ψ
  set y := evolution H t ψ
  -- the retained and the leaked component are orthogonal
  have hi : inner ℂ (P y) (y - P y) = 0 := by
    have hp : P (P y) = P y := congrArg (fun B : E →L[ℂ] E => B y) hPP
    rw [← ContinuousLinearMap.adjoint_inner_right, ← ContinuousLinearMap.star_eq_adjoint,
      hP.star_eq, map_sub, hp, sub_self, inner_zero_right]
  have hpy := norm_add_sq (𝕜 := ℂ) (P y) (y - P y)
  rw [hi, add_sub_cancel, hn, h1, map_zero] at hpy
  have hq := pow_le_pow_left₀ (norm_nonneg _) hl 2
  rw [mul_pow, sq_abs, ← mul_pow] at hq
  linarith

/-- A qubit with `H = σₓ` and `P` the projector on the first basis state: both are self-adjoint, `P`
is idempotent, and their commutator preserves the norm of every vector. -/
theorem qubit_witness :
    let H := Matrix.toEuclideanCLM (n := Fin 2) (𝕜 := ℂ) !![0, 1; 1, 0]
    let P := Matrix.toEuclideanCLM (n := Fin 2) (𝕜 := ℂ) !![1, 0; 0, 0]
    IsSelfAdjoint H ∧ IsSelfAdjoint P ∧ P * P = P ∧
      ∀ x, ‖(H * P - P * H) x‖ = ‖x‖ := by
  intro H P
  refine ⟨?_, ?_, ?_, fun x => ?_⟩
  · change star H = H
    rw [← map_star]
    congr 1
    ext i j
    fin_cases i <;> fin_cases j <;> simp [Matrix.star_apply]
  · change star P = P
    rw [← map_star]
    congr 1
    ext i j
    fin_cases i <;> fin_cases j <;> simp [Matrix.star_apply]
  · rw [← map_mul]
    congr 1
    ext i j
    fin_cases i <;> fin_cases j <;> simp [Matrix.mul_apply, Fin.sum_univ_succ]
  · have hM : H * P - P * H
        = Matrix.toEuclideanCLM (n := Fin 2) (𝕜 := ℂ) !![0, -1; 1, 0] := by
      have hHP : H * P = Matrix.toEuclideanCLM (n := Fin 2) (𝕜 := ℂ)
          (!![0, 1; 1, 0] * !![1, 0; 0, 0]) := (map_mul _ _ _).symm
      have hPH : P * H = Matrix.toEuclideanCLM (n := Fin 2) (𝕜 := ℂ)
          (!![1, 0; 0, 0] * !![0, 1; 1, 0]) := (map_mul _ _ _).symm
      rw [hHP, hPH, ← map_sub]
      congr 1
      ext i j
      fin_cases i <;> fin_cases j <;> simp
    have hx : ∀ i, (Matrix.toEuclideanCLM (n := Fin 2) (𝕜 := ℂ) !![0, -1; 1, 0] x).ofLp i
        = (Matrix.mulVec !![0, -1; 1, 0] x.ofLp) i := fun _ => rfl
    rw [hM, EuclideanSpace.norm_eq, EuclideanSpace.norm_eq, Fin.sum_univ_two,
      Fin.sum_univ_two, hx, hx]
    simp [Matrix.mulVec, dotProduct, Fin.sum_univ_two, add_comm]

end

end ApproximateSymmetryLeakage
```

```lean
#print axioms ApproximateSymmetryLeakage.approximate_symmetry_iff
-- 'ApproximateSymmetryLeakage.approximate_symmetry_iff' depends on axioms: [propext, Classical.choice, Quot.sound]
#print axioms ApproximateSymmetryLeakage.norm_drift
-- 'ApproximateSymmetryLeakage.norm_drift' depends on axioms: [propext, Classical.choice, Quot.sound]
#print axioms ApproximateSymmetryLeakage.population_ge
-- 'ApproximateSymmetryLeakage.population_ge' depends on axioms: [propext, Classical.choice, Quot.sound]
```

## From the exponential to the population bound

`evolution_neg_apply` merges the two exponentials with `NormedSpace.exp_add_of_commute`. `norm_evolution` takes the adjoint inside the exponential with `NormedSpace.star_exp`, identifies it with the backward evolution, and compares inner products as in the derivation.

`hasDerivAt_heisenberg` is the equation of motion. Its proof differentiates \(e^{-zH}Ae^{zH}x\) in a complex variable \(z\) and then sets \(z=-it\). The auxiliary statement `hneg` rewrites \(U(-t)\) as an exponential of \(-H\), so that both factors depend on the same \(z\). The chain rule `HasDerivAt.scomp` supplies the factor \(-i\), and `module` collects the terms into the commutator.

`norm_heisenberg_sub` is the return to the Schrödinger picture. In `approximate_symmetry`, the statement `hb` is the speed limit \(c\|x\|\). The mean value inequality `Convex.norm_image_sub_le_of_norm_hasDerivWithin_le` turns it into a distance between the times \(0\) and \(t\), for either sign of \(t\).

For the converse, `approximate_symmetry_iff` expresses the derivative at time zero as a limit of difference quotients. Each quotient is at most \(c\|x\|\) in norm, and `le_of_tendsto` passes this bound to the limit.

`norm_drift` replaces \(\|Ax\|\) by \(\|U(t)Ax\|\) and applies the reverse triangle inequality. In `population_ge`, the statement `hi` is the orthogonality of the two components, `norm_add_sq` gives the Pythagorean identity, and `hq` is the squared leakage bound.

`qubit_witness` checks the matrices entry by entry and computes the commutator. It shows that the hypotheses on \(H\), \(P\) and \(c\) are met by a pair that does not commute.
